# The finite Friedel rule for ultrasoft pseudopotentials at complex energy

A Hamiltonian in a finite basis has discrete levels, so at real energy its density of states is a set of spikes and its scattering phase can change only in jumps. Both are therefore evaluated here at $z=E+i\eta$, with $E$ and $\eta\neq0$ real. The broadening $\eta$ stands for a finite energy resolution. The phase is measured from a reference energy, which keeps it away from the branch cut of the argument where it is differentiated.

The index type `n` labels an orthonormal basis and `m` labels the projectors; both are finite.

```lean
import Mathlib

open Matrix
open scoped ComplexOrder Topology

namespace UltrasoftFriedel

noncomputable section

variable {n m : Type*} [Fintype n] [DecidableEq n] [Fintype m] [DecidableEq m]
```

## Hamiltonian, overlap and scattering determinant

Let $H_0$ be the reference Hamiltonian, which includes the local part of the pseudopotential, let the columns of $B$ be the projectors, and let $D$ hold the nonlocal coefficients. With $B^*$ the conjugate transpose (`Bᴴ` in Lean),
$$H=H_0+BDB^*.$$

```lean
/-- The Hamiltonian `H = H0 + B D B*` with a nonlocal pseudopotential on the projectors `B`. -/
def hamiltonian (H0 : Matrix n n ℂ) (B : Matrix n m ℂ) (D : Matrix m m ℂ) : Matrix n n ℂ :=
  H0 + B * D * Bᴴ
```

Ultrasoft pseudo-wavefunctions do not carry the full norm. The augmentation charges $q$ restore it through the overlap
$$S=1+BqB^*,$$
and the eigenvalue problem becomes $Hv=\varepsilon Sv$.

```lean
/-- The ultrasoft overlap `S = 1 + B q B*` with augmentation charges `q`. -/
def overlap (B : Matrix n m ℂ) (q : Matrix m m ℂ) : Matrix n n ℂ :=
  1 + B * q * Bᴴ
```

Propagation in the reference system, seen from the projectors, is described by
$$g(z)=B^*(z-H_0)^{-1}B.$$

```lean
/-- The reference Green function between projectors, `g(z) = B* (z - H0)⁻¹ B`,
for `z` outside the spectrum of `H0`. -/
def projectedGreen (H0 : Matrix n n ℂ) (B : Matrix n m ℂ) (z : ℂ) : Matrix m m ℂ :=
  Bᴴ * (z • (1 : Matrix n n ℂ) - H0)⁻¹ * B
```

The overlap makes the effective coupling energy-dependent, $D-zq$, and the scattering determinant is
$$d(z)=\det\bigl(1-(D-zq)\,g(z)\bigr).$$
Its size is the number of projectors, not the number of basis functions.

```lean
/-- The scattering determinant `d(z) = det (1 - (D - z q) g(z))`,
for `z` outside the spectrum of `H0`. -/
def scatDet (H0 : Matrix n n ℂ) (B : Matrix n m ℂ) (D q : Matrix m m ℂ) (z : ℂ) : ℂ :=
  (1 - (D - z • q) * projectedGreen H0 B z).det
```

## Broadened density and accumulated phase

The density of states is
$$\rho_{S,H}(E)=-\frac1\pi\,\mathrm{Im}\,\mathrm{Tr}\bigl[S(zS-H)^{-1}\bigr],\qquad z=E+i\eta .$$
For $\eta>0$ this is the usual retarded sign convention; for $\eta<0$ the Lorentzians found below, and with them $\rho$, are negative.

```lean
/-- The density of states at energy `E` with broadening `η`,
`-Im Tr[S (zS - H)⁻¹] / π` at `z = E + iη`, where `zS - H` is invertible. -/
def stateDensity (S H : Matrix n n ℂ) (η E : ℝ) : ℝ :=
  -(S * (((E : ℂ) + η * Complex.I) • S - H)⁻¹).trace.im / Real.pi
```

The phase accumulated from $E$ to $x$ is
$$\varphi_E(x)=-\arg\frac{d(x+i\eta)}{d(E+i\eta)},$$
with the principal value of the argument, so the accumulated phase is given modulo $2\pi$. It is a total phase over all channels.

```lean
/-- The scattering phase accumulated from the energy `E` to `x` along the line `Im z = η`, reduced
modulo `2π` to the principal value `-arg (d(x + iη) / d(E + iη))`, where `d(x + iη)` and `d(E + iη)`
are defined and nonzero. -/
def phaseChange (H0 : Matrix n n ℂ) (B : Matrix n m ℂ) (D q : Matrix m m ℂ)
    (η E x : ℝ) : ℝ :=
  -(scatDet H0 B D q ((x : ℂ) + η * Complex.I) /
    scatDet H0 B D q ((E : ℂ) + η * Complex.I)).arg
```

## Differentiating a secular determinant

Let $M=zA-C$ be invertible and $N=M^{-1}A$. Then $wA-C=M\bigl(1+(w-z)N\bigr)$, so
$$\det(wA-C)=\det M\,\bigl[1+(w-z)\,\mathrm{Tr}\,N+(w-z)^2p(w-z)\bigr]$$
for some polynomial $p$. At $w=z$ the derivative is $\det M\,\mathrm{Tr}\,N=\det M\,\mathrm{Tr}[AM^{-1}]$. In the proof, `hp` is the expansion, `hfun` is the factorization, and the product rule does the rest.

```lean
/-- Jacobi's formula for a secular determinant: where `zA - C` is invertible, the derivative of
`det (zA - C)` is `det (zA - C) Tr[A (zA - C)⁻¹]`. -/
theorem hasDerivAt_secular (A C : Matrix n n ℂ) {z : ℂ} (h : IsUnit (z • A - C)) :
    HasDerivAt (fun w : ℂ => (w • A - C).det)
      ((z • A - C).det * (A * (z • A - C)⁻¹).trace) z := by
  have hdet := (Matrix.isUnit_iff_isUnit_det _).mp h
  -- expansion of the determinant to second order around the identity
  obtain ⟨p, hp⟩ : ∃ p : Polynomial ℂ, ∀ r : ℂ,
      (1 + r • ((z • A - C)⁻¹ * A)).det =
        1 + ((z • A - C)⁻¹ * A).trace * r + p.eval r * r ^ 2 :=
    ⟨_, fun r => Matrix.det_one_add_smul r _⟩
  have hfun : (fun w : ℂ => (w • A - C).det) = fun w : ℂ => (z • A - C).det *
      (1 + ((z • A - C)⁻¹ * A).trace * (w - z) + p.eval (w - z) * (w - z) ^ 2) := by
    funext w
    rw [← hp, ← Matrix.det_mul, Matrix.mul_add, Matrix.mul_one, Matrix.mul_smul,
      Matrix.mul_nonsing_inv_cancel_left _ _ hdet]
    congr 1
    module
  have h1 : HasDerivAt (fun w : ℂ => w - z) 1 z := (hasDerivAt_id' z).sub_const z
  have h2 : HasDerivAt (fun w : ℂ => p.eval (w - z)) (p.derivative.eval (z - z) * 1) z :=
    HasDerivAt.comp (h := fun w : ℂ => w - z) z (p.hasDerivAt (z - z)) h1
  rw [hfun, Matrix.trace_mul_comm A]
  refine ((((h1.const_mul ((z • A - C)⁻¹ * A).trace).const_add 1).fun_add
    (h2.fun_mul (h1.fun_pow 2))).const_mul (z • A - C).det).congr_deriv ?_
  simp
```

## The logarithmic derivative of the scattering determinant

Where $w-H_0$ is invertible,
$$wS-H=(w-H_0)\bigl[1-(w-H_0)^{-1}B\,(D-wq)B^*\bigr].$$
Taking determinants and using $\det(1-XY)=\det(1-YX)$ gives
$$d(w)=\frac{P(w)}{P_0(w)},\qquad P(w)=\det(wS-H),\quad P_0(w)=\det(w-H_0).$$
This is `key`. By continuity $P_0$ stays nonzero near $z$, so the quotient may be differentiated there. If $P(z)\neq0$ as well, then $d(z)\neq0$ and
$$\frac{d'(z)}{d(z)}=\frac{P'(z)}{P(z)}-\frac{P_0'(z)}{P_0(z)}=\mathrm{Tr}\bigl[S(zS-H)^{-1}\bigr]-\mathrm{Tr}\bigl[(z-H_0)^{-1}\bigr].$$
The matrices are arbitrary complex ones; only the two inverses are required. The derivative is that of $d$ with respect to energy, not the radial logarithmic derivative of a wavefunction.

```lean
/-- Where `z - H0` and `zS - H` are invertible, the scattering determinant is nonzero and
differentiable, and `d'(z)/d(z) = Tr[S (zS - H)⁻¹] - Tr[(z - H0)⁻¹]`. -/
theorem logDeriv_scatDet (H0 : Matrix n n ℂ) (B : Matrix n m ℂ) (D q : Matrix m m ℂ) {z : ℂ}
    (h0 : IsUnit (z • (1 : Matrix n n ℂ) - H0))
    (h : IsUnit (z • overlap B q - hamiltonian H0 B D)) :
    scatDet H0 B D q z ≠ 0 ∧ DifferentiableAt ℂ (scatDet H0 B D q) z ∧
      deriv (scatDet H0 B D q) z / scatDet H0 B D q z =
        (overlap B q * (z • overlap B q - hamiltonian H0 B D)⁻¹).trace -
          ((z • (1 : Matrix n n ℂ) - H0)⁻¹).trace := by
  -- the scattering determinant is a ratio of secular determinants
  have key : ∀ w : ℂ, (w • (1 : Matrix n n ℂ) - H0).det ≠ 0 → scatDet H0 B D q w =
      (w • overlap B q - hamiltonian H0 B D).det / (w • (1 : Matrix n n ℂ) - H0).det := by
    intro w hw
    have e : (w • (1 : Matrix n n ℂ) - H0) *
        (((w • (1 : Matrix n n ℂ) - H0)⁻¹ * B) * ((D - w • q) * Bᴴ)) =
          B * ((D - w • q) * Bᴴ) := by
      rw [Matrix.mul_assoc (w • (1 : Matrix n n ℂ) - H0)⁻¹,
        Matrix.mul_nonsing_inv_cancel_left _ _ (isUnit_iff_ne_zero.mpr hw)]
    have hfac : w • overlap B q - hamiltonian H0 B D = (w • (1 : Matrix n n ℂ) - H0) *
        (1 - ((w • (1 : Matrix n n ℂ) - H0)⁻¹ * B) * ((D - w • q) * Bᴴ)) := by
      rw [Matrix.mul_sub, e, Matrix.mul_one]
      simp only [overlap, hamiltonian, Matrix.sub_mul, Matrix.mul_sub, smul_add,
        Matrix.smul_mul, Matrix.mul_smul, Matrix.mul_assoc]
      abel
    rw [eq_div_iff hw, hfac, Matrix.det_mul, Matrix.det_one_sub_mul_comm, mul_comm]
    simp only [scatDet, projectedGreen, Matrix.mul_assoc]
  have hd := ((Matrix.isUnit_iff_isUnit_det _).mp h0).ne_zero
  have hN := ((Matrix.isUnit_iff_isUnit_det _).mp h).ne_zero
  have j0 := hasDerivAt_secular 1 H0 h0
  have hder := ((hasDerivAt_secular _ _ h).fun_div j0 hd).congr_of_eventuallyEq
    ((j0.continuousAt.eventually_ne hd).mono key)
  have hne : scatDet H0 B D q z ≠ 0 := by
    rw [key z hd]
    exact div_ne_zero hN hd
  refine ⟨hne, hder.differentiableAt, ?_⟩
  rw [div_eq_iff hne, hder.deriv, key z hd, div_eq_iff (pow_ne_zero 2 hd), Matrix.one_mul]
  have hc := div_mul_cancel₀ (z • overlap B q - hamiltonian H0 B D).det hd
  linear_combination (-((overlap B q * (z • overlap B q - hamiltonian H0 B D)⁻¹).trace -
    ((z • (1 : Matrix n n ℂ) - H0)⁻¹).trace) * (z • (1 : Matrix n n ℂ) - H0).det) * hc
```

## No singular energies off the real axis

For Hermitian $H$ and positive definite $S$ the required inverse exists at every nonreal $z$. Suppose $(zS-H)v=0$ with $v\neq0$. Then
$$z\,v^*Sv=v^*Hv.$$
The right side is real and $v^*Sv>0$, so the imaginary part reads $\mathrm{Im}\,z\;v^*Sv=0$, a contradiction. The lemma obtains $v$ from a vanishing determinant and compares imaginary parts in `h3`.

```lean
/-- For Hermitian `H` and positive definite `S`, the matrix `zS - H` is invertible at every
nonreal energy `z`. -/
theorem isUnit_secular {S H : Matrix n n ℂ} (hS : S.PosDef) (hH : H.IsHermitian) {z : ℂ}
    (hz : z.im ≠ 0) : IsUnit (z • S - H) := by
  rw [Matrix.isUnit_iff_isUnit_det, isUnit_iff_ne_zero]
  intro hdet
  obtain ⟨v, hv, hMv⟩ := Matrix.exists_mulVec_eq_zero_iff.mpr hdet
  have h1 : z * (star v ⬝ᵥ S *ᵥ v) = star v ⬝ᵥ H *ᵥ v := by
    have h2 := congrArg (fun u => star v ⬝ᵥ u) hMv
    simp only [Matrix.sub_mulVec, Matrix.smul_mulVec, dotProduct_sub, dotProduct_smul,
      smul_eq_mul, dotProduct_zero] at h2
    exact sub_eq_zero.mp h2
  -- the expectation value of `H` is real, that of `S` is positive
  have hreal : star (star v ⬝ᵥ H *ᵥ v) = star v ⬝ᵥ H *ᵥ v := by
    rw [← Matrix.star_dotProduct, Matrix.star_mulVec, hH.eq, ← Matrix.dotProduct_mulVec]
  have him : (star v ⬝ᵥ H *ᵥ v).im = 0 := Complex.conj_eq_iff_im.mp hreal
  obtain ⟨hpos, hs⟩ := Complex.pos_iff.mp (hS.dotProduct_mulVec_pos hv)
  have h3 := congrArg Complex.im h1
  rw [Complex.mul_im, him, ← hs, mul_zero, zero_add] at h3
  exact mul_ne_zero hz hpos.ne' h3
```

## One Lorentzian per level

Let the columns of a square matrix $C$ be $S$-orthonormal eigenvectors with real energies $\varepsilon_i$:
$$C^*SC=1,\qquad C^*HC=\mathrm{diag}(\varepsilon_i).$$
Then $C^*(zS-H)C=\mathrm{diag}(z-\varepsilon_i)$, and since $SCC^*=1$,
$$(zS-H)^{-1}=C\,\mathrm{diag}\!\left(\frac1{z-\varepsilon_i}\right)C^*,\qquad \mathrm{Tr}\bigl[S(zS-H)^{-1}\bigr]=\sum_i\frac1{z-\varepsilon_i}.$$
Taking imaginary parts,
$$\rho_{S,H}(E)=\sum_i\frac{\eta/\pi}{(E-\varepsilon_i)^2+\eta^2}.$$
In the proof these are `hL`, `hinv` and `htr`. The theorem takes $C$ as given; that such a $C$ exists for Hermitian $H$ and positive definite $S$, and that each Lorentzian has unit area for $\eta>0$, are textbook facts used only to interpret $\rho$ as a count of states.

```lean
/-- If the columns of `C` are `S`-orthonormal and diagonalize `H` with real energies `ε i`, the
density of states at broadening `η ≠ 0` is a sum of one Lorentzian per energy. -/
theorem stateDensity_eq_sum {S H C : Matrix n n ℂ} {ε : n → ℝ} (hS : Cᴴ * S * C = 1)
    (hH : Cᴴ * H * C = Matrix.diagonal (fun i => (ε i : ℂ))) {η : ℝ} (hη : η ≠ 0) (E : ℝ) :
    stateDensity S H η E = ∑ i, η / Real.pi / ((E - ε i) ^ 2 + η ^ 2) := by
  set z : ℂ := (E : ℂ) + η * Complex.I with hz
  have hne : ∀ i, z - ε i ≠ 0 := by
    intro i hi
    have h1 := congrArg Complex.im hi
    simp [hz] at h1
    exact hη h1
  have h1 : S * C * Cᴴ = 1 := mul_eq_one_comm.mp (by rw [← Matrix.mul_assoc]; exact hS)
  have hL : Cᴴ * (z • S - H) * C = Matrix.diagonal (fun i => z - (ε i : ℂ)) := by
    rw [Matrix.mul_sub, Matrix.sub_mul, Matrix.mul_smul, Matrix.smul_mul, hS, hH]
    ext i j
    rcases eq_or_ne i j with rfl | hij
    · simp
    · simp [hij]
  have hD : Matrix.diagonal (fun i => z - (ε i : ℂ)) *
      Matrix.diagonal (fun i => (z - (ε i : ℂ))⁻¹) = 1 := by
    rw [Matrix.diagonal_mul_diagonal, ← Matrix.diagonal_one]
    congr 1
    funext i
    exact mul_inv_cancel₀ (hne i)
  -- spectral form of the resolvent
  have hinv : (z • S - H)⁻¹ = C * Matrix.diagonal (fun i => (z - (ε i : ℂ))⁻¹) * Cᴴ := by
    apply Matrix.inv_eq_right_inv
    calc (z • S - H) * (C * Matrix.diagonal (fun i => (z - (ε i : ℂ))⁻¹) * Cᴴ)
        = (S * C * Cᴴ) * (z • S - H) *
            (C * Matrix.diagonal (fun i => (z - (ε i : ℂ))⁻¹) * Cᴴ) := by
          rw [h1, Matrix.one_mul]
      _ = S * C * ((Cᴴ * (z • S - H) * C) *
            Matrix.diagonal (fun i => (z - (ε i : ℂ))⁻¹)) * Cᴴ := by
          simp only [Matrix.mul_assoc]
      _ = 1 := by rw [hL, hD, Matrix.mul_one, h1]
  have htr : (S * (z • S - H)⁻¹).trace = ∑ i, (z - (ε i : ℂ))⁻¹ := by
    rw [hinv, ← Matrix.mul_assoc, Matrix.trace_mul_comm, ← Matrix.mul_assoc,
      ← Matrix.mul_assoc, hS, Matrix.one_mul, Matrix.trace_diagonal]
  unfold stateDensity
  rw [← hz, htr, Complex.im_sum, ← Finset.sum_neg_distrib, Finset.sum_div]
  refine Finset.sum_congr rfl fun i _ => ?_
  have him : ((z - (ε i : ℂ))⁻¹).im = -η / ((E - ε i) ^ 2 + η ^ 2) := by
    rw [Complex.inv_im, Complex.normSq_apply]
    simp [hz, sq]
  rw [him]
  ring
```

## The phase derivative

Now let $H_0$ and $D$ be Hermitian and $S$ positive definite, so that both inverses exist at $z=E+i\eta$. Put $R(x)=d(x+i\eta)/d(E+i\eta)$. Since $R(E)=1$, the principal logarithm is differentiable there, and $\varphi_E=-\mathrm{Im}\log R$. Hence
$$\varphi_E'(E)=-\mathrm{Im}\frac{d'(z)}{d(z)}=\pi\bigl[\rho_{S,H}(E)-\rho_{1,H_0}(E)\bigr].$$
The proof forms `hratio`, takes its logarithm in `hclog`, and inserts the trace formula as `hlog`.

```lean
/-- Finite Friedel rule: for Hermitian `H0` and `D`, positive definite `S` and `η ≠ 0`, the energy
derivative of the scattering phase is `π` times the induced density of states. -/
theorem friedel_rule {H0 : Matrix n n ℂ} {B : Matrix n m ℂ} {D q : Matrix m m ℂ}
    (hH0 : H0.IsHermitian) (hD : D.IsHermitian) (hS : (overlap B q).PosDef)
    {η : ℝ} (hη : η ≠ 0) (E : ℝ) :
    HasDerivAt (phaseChange H0 B D q η E)
      (Real.pi * (stateDensity (overlap B q) (hamiltonian H0 B D) η E -
        stateDensity 1 H0 η E)) E := by
  have hz : ((E : ℂ) + η * Complex.I).im ≠ 0 := by simpa using hη
  have hH : (hamiltonian H0 B D).IsHermitian := by
    simp [Matrix.IsHermitian, hamiltonian, Matrix.conjTranspose_add, Matrix.conjTranspose_mul,
      hH0.eq, hD.eq, Matrix.mul_assoc]
  obtain ⟨hne, hdiff, hlog⟩ := logDeriv_scatDet H0 B D q
    (isUnit_secular Matrix.PosDef.one hH0 hz) (isUnit_secular hS hH hz)
  have hline : HasDerivAt (fun x : ℝ => (x : ℂ) + η * Complex.I) 1 E :=
    ((hasDerivAt_id E).ofReal_comp.add_const _).congr_deriv Complex.ofReal_one
  have hratio := (HasDerivAt.comp (h := fun x : ℝ => (x : ℂ) + η * Complex.I) E
    hdiff.hasDerivAt hline).div_const (scatDet H0 B D q ((E : ℂ) + η * Complex.I))
  -- the ratio equals one at `E`, away from the branch cut of the logarithm
  have hclog := hratio.clog_real (by
    simp only [Function.comp_apply]
    rw [div_self hne]
    exact Complex.one_mem_slitPlane)
  have him := (Complex.imCLM.hasFDerivAt.comp_hasDerivAt E hclog).neg
  have hfun : phaseChange H0 B D q η E = fun x : ℝ =>
      -(Complex.log (scatDet H0 B D q ((x : ℂ) + η * Complex.I) /
        scatDet H0 B D q ((E : ℂ) + η * Complex.I))).im := by
    funext x
    rw [Complex.log_im, phaseChange]
  rw [hfun]
  refine HasDerivAt.congr_deriv him ?_
  simp only [Function.comp_apply, Complex.imCLM_apply]
  rw [div_self hne, div_one, mul_one, hlog, Complex.sub_im]
  unfold stateDensity
  rw [Matrix.one_mul]
  have hpi : Real.pi * Real.pi⁻¹ = 1 := mul_inv_cancel₀ Real.pi_ne_zero
  linear_combination ((overlap B q * (((E : ℂ) + η * Complex.I) • overlap B q -
    hamiltonian H0 B D)⁻¹).trace.im -
      ((((E : ℂ) + η * Complex.I) • (1 : Matrix n n ℂ) - H0)⁻¹).trace.im) * hpi

end

end UltrasoftFriedel
```

The derivative is taken at the reference energy itself, and $E$ is arbitrary. This is a differential rule at fixed $\eta$: it neither integrates up to a Fermi level to give a screening charge nor takes the limit $\eta\to0$. For non-interacting electrons in a finite basis, it lets the change in the density of states caused by the nonlocal part of an ultrasoft pseudopotential, together with its overlap, be read from a determinant in the projector space.

## An indefinite overlap can break the rule

Take two basis functions with $B=1$, $H_0=0$ and
$$q=\begin{pmatrix}0&0\\0&-2\end{pmatrix},\qquad D=\begin{pmatrix}0&1\\1&0\end{pmatrix}.$$
Then $S=\mathrm{diag}(1,-1)$ gives some states negative norm, and $\det(zS-H)=-(z^2+1)$ vanishes at $z=i$. At $E=0$, $\eta=1$ we get $d(i)=0$, so there is no phase to differentiate. Lean's conventions for division by zero and singular inverses do not rescue the equation: they make the left side $0$ and the right side $-2$.

```lean
#print axioms UltrasoftFriedel.stateDensity_eq_sum
#print axioms UltrasoftFriedel.friedel_rule
```

```
'UltrasoftFriedel.stateDensity_eq_sum' depends on axioms: [propext, Classical.choice, Quot.sound]
'UltrasoftFriedel.friedel_rule' depends on axioms: [propext, Classical.choice, Quot.sound]
```
